# Mermin's formula keeps the static response of a finite positive pole sum; plain broadening weakens it

Suppose collisions in an electron gas are modelled by adding a constant imaginary part to the frequency in the density response. The spectrum is broadened as intended, but the response to a static charge changes too, and the charge is screened too weakly. The shift relaxes the electrons towards the uniform equilibrium, although a static potential should leave them in a non-uniform one. Mermin's formula relaxes them towards a local equilibrium and so conserves particle number. The problems below compare the two prescriptions in the static limit, for a response with finitely many poles.

## The response and its two damped versions

At one fixed wavevector, let the undamped density response be
$$c(z)=\sum_k \frac{a_k}{z^2-w_k^2},$$
with excitation frequencies $w_k$ and weights $a_k$. For a system in its ground state, a weight is proportional to $w_k$ times the squared magnitude of a matrix element of the density, with a positive constant, hence positive for an excitation the density can reach. In Lean, `ι` is the finite type of excitation labels, and `a` and `w` are real functions on it. Signs and positivity enter only as hypotheses of the theorems.

```lean
import Mathlib

open Filter Topology Complex

namespace MerminStaticScreening

noncomputable section

variable {ι : Type*} [Fintype ι]

/-- Density response `c(z) = ∑ a_k / (z² - w_k²)` with excitation frequencies `w_k` and
weights `a_k`, for `z` away from the poles `± w_k`. -/
def response (a w : ι → ℝ) (z : ℂ) : ℂ :=
  ∑ k, (a k : ℂ) / (z ^ 2 - (w k : ℂ) ^ 2)
```

The constant $g$ is a collision rate. It stands for scattering by impurities or phonons and is postulated, with no dependence on frequency. The naive damped response is $c(\omega+ig)$; Mermin's is
$$M(\omega)=\frac{(\omega+ig)\,c(\omega+ig)}{\omega+ig\,c(\omega+ig)/c(0)}.$$
The definition `mermin` accepts any complex function `c`, not only a pole sum.

```lean
/-- Mermin's damped response at real frequency `ω` and collision rate `g`, built from an
undamped response `c`; its domain is where `c 0` and the outer denominator are nonzero. -/
def mermin (c : ℂ → ℂ) (g ω : ℝ) : ℂ :=
  ((ω : ℂ) + I * g) * c ((ω : ℂ) + I * g) /
    ((ω : ℂ) + I * g * c ((ω : ℂ) + I * g) / c 0)
```

The real sum $S(g)=\sum_k a_k/(w_k^2+g^2)$ is called `strength`.

```lean
/-- The real sum `∑ a_k / (w_k² + g²)`, for `w_k` and `g` not both zero. -/
def strength (a w : ι → ℝ) (g : ℝ) : ℝ :=
  ∑ k, a k / (w k ^ 2 + g ^ 2)
```

## (a) One pole denominator at an imaginary frequency

**Task.** For real $w$ and $g$, show that
$$(ig)^2-w^2=-(w^2+g^2).$$

**Solution.** Since $i^2=-1$, the left side is $-g^2-w^2$. In Lean, the right side is a real number cast into the complex numbers. `push_cast` distributes the cast, and `linear_combination` supplies $i^2=-1$ multiplied by $g^2$.

```lean
/-- At the imaginary frequency `ig` each pole denominator is `-(w² + g²)`. -/
theorem pole_denominator (w g : ℝ) :
    (I * (g : ℂ)) ^ 2 - (w : ℂ) ^ 2 = -((w ^ 2 + g ^ 2 : ℝ) : ℂ) := by
  push_cast
  linear_combination (g : ℂ) ^ 2 * I_sq
```

## (b) The response on the imaginary axis

**Task.** Let no $w_k$ vanish together with $g$, so that $ig$ is not a pole. Show that the response at $ig$ is real, with
$$c(ig)=-S(g).$$

**Solution.** By (a), each term is $a_k/\bigl(-(w_k^2+g^2)\bigr)=-a_k/(w_k^2+g^2)$. Summing over $k$ gives the result. `Finset.sum_congr` is this term-by-term comparison. For nonzero $w_k$, setting $g=0$ gives the static value $c(0)=-S(0)$. The Lean statement omits the condition on the poles, because Lean sets division by zero to zero and both sides then still agree.

```lean
/-- On the imaginary axis, away from a pole at `0`, the response is real:
`c(ig) = -∑ a_k / (w_k² + g²)`. At such a pole the equality holds only by Lean's convention
`x / 0 = 0`. -/
theorem response_imaginary (a w : ι → ℝ) (g : ℝ) :
    response a w (I * g) = -(strength a w g : ℂ) := by
  rw [response, strength, Complex.ofReal_sum, ← Finset.sum_neg_distrib]
  refine Finset.sum_congr rfl fun k _ => ?_
  rw [pole_denominator, div_neg, Complex.ofReal_div]
```

## (c) The static response that is lost

**Task.** For $w_k>0$, show that
$$S(0)-S(g)=\sum_k\frac{a_k\,g^2}{w_k^2\,(w_k^2+g^2)}.$$

**Solution.** Put each difference over a common denominator:
$$\frac{a_k}{w_k^2}-\frac{a_k}{w_k^2+g^2}=\frac{a_k(w_k^2+g^2)-a_kw_k^2}{w_k^2(w_k^2+g^2)}=\frac{a_kg^2}{w_k^2(w_k^2+g^2)}.$$
The Lean proof does the same with `div_sub_div`, after `positivity` has shown that both denominators are nonzero. The weights may have any sign here.

```lean
/-- For positive excitation frequencies, `∑ a_k / w_k²` minus `∑ a_k / (w_k² + g²)` equals
`∑ a_k g² / (w_k² (w_k² + g²))`. -/
theorem screening_deficit (a w : ι → ℝ) (g : ℝ) (hw : ∀ k, 0 < w k) :
    strength a w 0 - strength a w g =
      ∑ k, a k * g ^ 2 / (w k ^ 2 * (w k ^ 2 + g ^ 2)) := by
  unfold strength
  rw [← Finset.sum_sub_distrib]
  refine Finset.sum_congr rfl fun k _ => ?_
  have hk := hw k
  have h1 : w k ^ 2 ≠ 0 := by positivity
  have h2 : w k ^ 2 + g ^ 2 ≠ 0 := by positivity
  rw [show w k ^ 2 + (0 : ℝ) ^ 2 = w k ^ 2 by ring, div_sub_div _ _ h1 h2]
  congr 1
  ring
```

## (d) Mermin's static limit for a general response

**Task.** Let $g\neq0$, let $c$ be continuous at $ig$, and let $c(0)$ and $c(ig)$ be nonzero. Show that
$$\lim_{\omega\to0}M(\omega)=c(0).$$

**Solution.** As $\omega\to0$, continuity gives $c(\omega+ig)\to c(ig)$. The numerator tends to $ig\,c(ig)$ and the denominator to $ig\,c(ig)/c(0)$, which is nonzero. The limit of the quotient is therefore
$$\frac{ig\,c(ig)}{ig\,c(ig)/c(0)}=c(0).$$
Continuity of $c$ at $0$ is not needed, because $c(0)$ enters only as a fixed number.

The device that carries this argument in Lean is `Tendsto`, with its rules for combining limits. `Tendsto f (𝓝 0) (𝓝 L)` says that $f(\omega)$ approaches $L$ as $\omega$ approaches $0$. The term `hc.tendsto.comp hz` inserts the limit $\omega+ig\to ig$ into `c`. The quotient rule in `(hz.mul hcz).div hden hne` then takes three inputs: the limit of the numerator, the limit of the denominator, and a proof that the latter is nonzero. It returns the limit in unsimplified form, and `key` cancels the common factor $ig\,c(ig)$.

The neighbourhood `𝓝 0` includes $\omega=0$ itself, so the statement contains the limit through nonzero $\omega$ and also fixes $M(0)=c(0)$.

```lean
/-- Mermin's response tends to the undamped static response `c(0)` as `ω → 0`, for every
`c` continuous at `ig` with `c(0)` and `c(ig)` nonzero, and `g` nonzero. -/
theorem mermin_static_limit {c : ℂ → ℂ} {g : ℝ} (hg : g ≠ 0)
    (hc : ContinuousAt c (I * g)) (h0 : c 0 ≠ 0) (h1 : c (I * g) ≠ 0) :
    Tendsto (mermin c g) (𝓝 0) (𝓝 (c 0)) := by
  have hω : Tendsto (fun ω : ℝ => (ω : ℂ)) (𝓝 0) (𝓝 0) := by
    simpa using Complex.continuous_ofReal.tendsto 0
  have hz : Tendsto (fun ω : ℝ => (ω : ℂ) + I * g) (𝓝 0) (𝓝 (I * g)) := by
    simpa using hω.add_const (I * (g : ℂ))
  have hcz : Tendsto (fun ω : ℝ => c ((ω : ℂ) + I * g)) (𝓝 0) (𝓝 (c (I * g))) :=
    hc.tendsto.comp hz
  have hden := hω.add ((hcz.const_mul (I * (g : ℂ))).div_const (c 0))
  have hx : I * (g : ℂ) * c (I * g) ≠ 0 :=
    mul_ne_zero (mul_ne_zero I_ne_zero (Complex.ofReal_ne_zero.mpr hg)) h1
  -- the factor `ig c(ig)` cancels between numerator and denominator
  have key : ∀ x y : ℂ, x ≠ 0 → y ≠ 0 → x / (0 + x / y) = y := by
    intro x y hx hy
    rw [zero_add]
    field_simp
  have hne : 0 + I * (g : ℂ) * c (I * g) / c 0 ≠ 0 := by
    rw [zero_add]
    exact div_ne_zero hx h0
  have hlim := (hz.mul hcz).div hden hne
  rw [key _ _ hx h0] at hlim
  exact hlim
```

## (e) Continuity of the pole sum at the shifted frequency

**Task.** For $g\neq0$, show that the pole sum is continuous at $ig$:
$$\lim_{z\to ig}c(z)=c(ig).$$

**Solution.** By (a), the denominator of term $k$ at $ig$ is $-(w_k^2+g^2)$, which is nonzero because $g\neq0$. Each term is thus a quotient of continuous functions with a nonzero denominator at that point, and a finite sum of such terms is continuous there. `tendsto_finsetSum` reduces the sum to its terms, and `fun_prop` handles each quotient, given the nonzero denominator.

```lean
/-- The response is continuous at `ig` for nonzero `g`. -/
theorem response_continuousAt (a w : ι → ℝ) {g : ℝ} (hg : g ≠ 0) :
    ContinuousAt (response a w) (I * g) := by
  change ContinuousAt (fun z : ℂ => ∑ k, (a k : ℂ) / (z ^ 2 - (w k : ℂ) ^ 2)) (I * g)
  refine tendsto_finsetSum _ fun k _ => ?_
  have hne : (I * (g : ℂ)) ^ 2 - (w k : ℂ) ^ 2 ≠ 0 := by
    rw [pole_denominator]
    have : w k ^ 2 + g ^ 2 ≠ 0 := by positivity
    exact neg_ne_zero.mpr (Complex.ofReal_ne_zero.mpr this)
  have h : ContinuousAt (fun z : ℂ => (a k : ℂ) / (z ^ 2 - (w k : ℂ) ^ 2)) (I * g) := by
    fun_prop (disch := exact hne)
  exact h
```

## (f) The two static limits compared

**Task.** Let there be at least one excitation, and let all $a_k$, all $w_k$ and $g$ be positive. Show that, as $\omega\to0$,
$$M(\omega)\to c(0),\qquad c(\omega+ig)\to c(ig),\qquad |c(ig)|<|c(0)|.$$

**Solution.** Every term of $S(0)$ and $S(g)$ is positive, so both sums are positive, and by (b) neither $c(0)$ nor $c(ig)$ vanishes. With the continuity from (e), part (d) gives the first limit. The second is continuity at $ig$ once more. For the inequality, (b) gives $|c(ig)|=S(g)$ and $|c(0)|=S(0)$, and by (c) the difference $S(0)-S(g)$ is a nonempty sum of positive terms. In the code, `hloss` states that this difference is positive, and `Finset.sum_pos` proves it with the help of `Nonempty ι`.

In a calculation, $c(0)$ is evaluated once, $c(\omega+ig)$ at each frequency, and the two are combined in Mermin's quotient. Take two excitations with $w=(1,2)$, $a=(1,4)$ and $g=1$ in matching units. Then $c(0)=-(1+1)=-2$, while $c(i)=-(\tfrac12+\tfrac45)=-1.3$. At $\omega=0$ Mermin's quotient is $-1.3\,i/(0.65\,i)=-2$.

If $c$ is the non-interacting response, the random-phase dielectric function is $1-vc$, with $v$ the Coulomb interaction at that wavevector. For $v=1$ its static value is $3$ with Mermin's formula and $2.3$ with the naive shift. For linear-response electronic structure with a discrete set of excitations and a constant collision rate, the theorem thus says which of the two dampings preserves the static limit. The continuum of excitations of an infinite electron gas is not a finite sum; there, (d) applies once its hypotheses on $c$ have been established.

```lean
/-- For positive weights, excitation frequencies and damping, and at least one excitation,
Mermin's response tends to `c(0)` as `ω → 0`, while the naively damped response `c(ω + ig)`
tends to `c(ig)`, which is strictly smaller in magnitude than `c(0)`. -/
theorem mermin_restores_static_screening [Nonempty ι] (a w : ι → ℝ) {g : ℝ}
    (ha : ∀ k, 0 < a k) (hw : ∀ k, 0 < w k) (hg : 0 < g) :
    Tendsto (mermin (response a w) g) (𝓝 0) (𝓝 (response a w 0)) ∧
    Tendsto (fun ω : ℝ => response a w ((ω : ℂ) + I * g)) (𝓝 0)
      (𝓝 (response a w (I * g))) ∧
    ‖response a w (I * g)‖ < ‖response a w 0‖ := by
  have hpos : ∀ r : ℝ, 0 < strength a w r := fun r =>
    Finset.sum_pos (fun k _ => by
      have h1 := ha k
      have h2 := hw k
      positivity) Finset.univ_nonempty
  have hzero : response a w 0 = -(strength a w 0 : ℂ) := by
    simpa using response_imaginary a w 0
  have hcont := response_continuousAt a w hg.ne'
  refine ⟨mermin_static_limit hg.ne' hcont ?_ ?_, ?_, ?_⟩
  · rw [hzero]
    exact neg_ne_zero.mpr (Complex.ofReal_ne_zero.mpr (hpos 0).ne')
  · rw [response_imaginary]
    exact neg_ne_zero.mpr (Complex.ofReal_ne_zero.mpr (hpos g).ne')
  · have hz : Tendsto (fun ω : ℝ => (ω : ℂ) + I * g) (𝓝 0) (𝓝 (I * g)) := by
      simpa using (Complex.continuous_ofReal.tendsto 0).add_const (I * (g : ℂ))
    exact hcont.tendsto.comp hz
  · -- every excitation contributes a positive loss
    have hloss : 0 < strength a w 0 - strength a w g := by
      rw [screening_deficit a w g hw]
      refine Finset.sum_pos (fun k _ => ?_) Finset.univ_nonempty
      have h1 := ha k
      have h2 := hw k
      positivity
    rw [response_imaginary, hzero, norm_neg, norm_neg, Complex.norm_real,
      Complex.norm_real, Real.norm_of_nonneg (hpos g).le, Real.norm_of_nonneg (hpos 0).le]
    linarith
```

## (g) A bound on the surviving response

**Task.** Let all $a_k$ and $g$ be positive, and let $0<w_k\le W$ for every $k$. Show that
$$S(g)\le\frac{W^2}{W^2+g^2}\,S(0).$$

**Solution.** It suffices to compare terms:
$$\frac{a_k}{w_k^2+g^2}\le\frac{W^2}{W^2+g^2}\,\frac{a_k}{w_k^2}.$$
Multiplying out the positive denominators turns this into $a_kg^2(W^2-w_k^2)\ge0$, which holds because $w_k\le W$. This is `h4` in the code, and `nlinarith` finishes from it. By (b), the same bound relates $|c(ig)|$ to $|c(0)|$. In the example above $W=2$, so the bound is $\tfrac45\cdot2=1.6$, against the actual $1.3$.

```lean
/-- If the weights and damping are positive and all excitation frequencies lie in `(0, W]`,
then `∑ a_k / (w_k² + g²)` is at most `W² / (W² + g²)` times its value at `g = 0`. -/
theorem naive_screening_bound (a w : ι → ℝ) {g W : ℝ} (ha : ∀ k, 0 < a k)
    (hw : ∀ k, 0 < w k) (hW : ∀ k, w k ≤ W) (hg : 0 < g) :
    strength a w g ≤ W ^ 2 / (W ^ 2 + g ^ 2) * strength a w 0 := by
  unfold strength
  rw [Finset.mul_sum]
  refine Finset.sum_le_sum fun k _ => ?_
  have h1 := ha k
  have h2 := hw k
  have h3 : w k ^ 2 ≤ W ^ 2 := pow_le_pow_left₀ h2.le (hW k) 2
  have h4 : 0 ≤ a k * g ^ 2 * (W ^ 2 - w k ^ 2) :=
    mul_nonneg (by positivity) (by linarith)
  rw [div_mul_div_comm, div_le_div_iff₀ (by positivity) (by positivity)]
  nlinarith [h4]
```

## (h) Mermin's formula for a single excitation

**Task.** For one excitation with $a,w,g>0$, show that at every real $\omega$
$$M(\omega)=\frac{a}{\omega(\omega+ig)-w^2}.$$

**Solution.** Write $z=\omega+ig$, $D=z^2-w^2$ and $E=\omega z-w^2$. Then $c(z)=a/D$ and $c(0)=-a/w^2$, so Mermin's denominator is
$$\omega-\frac{ig\,w^2}{D}=\frac{\omega z^2-(\omega+ig)w^2}{D}=\frac{zE}{D}.$$
Dividing the numerator $za/D$ by this gives $a/E$.

The divisions are allowed. The number $z$ has imaginary part $g\neq0$, and $D=(\omega-w+ig)(\omega+w+ig)$ is a product of two nonzero factors. Finally, $E$ has imaginary part $g\omega$, and equals $-w^2$ when $\omega=0$. In Lean, `him` provides the argument from imaginary parts, `key` is the algebra, and the one-element type `Unit` labels the excitation.

The result is the response of a damped Lorentz oscillator with friction rate $g$. The naive shift gives the denominator $\omega^2-w^2-g^2+2ig\omega$ instead, with twice the friction and a stiffer spring.

```lean
/-- For a single excitation with positive weight, frequency and damping, Mermin's response
is the damped Lorentz oscillator `a / (ω (ω + ig) - w²)`. -/
theorem mermin_single_pole {a w g : ℝ} (ha : 0 < a) (hw : 0 < w) (hg : 0 < g) (ω : ℝ) :
    mermin (response (fun _ : Unit => a) (fun _ => w)) g ω =
      (a : ℂ) / ((ω : ℂ) * ((ω : ℂ) + I * g) - (w : ℂ) ^ 2) := by
  have him : ∀ r s : ℝ, s ≠ 0 → (r : ℂ) + I * s ≠ 0 := by
    intro r s hs h
    have h' := congrArg Complex.im h
    simp at h'
    exact hs h'
  have hD : ((ω : ℂ) + I * g) ^ 2 - (w : ℂ) ^ 2 ≠ 0 := by
    have h1 := him (ω - w) g hg.ne'
    have h2 := him (ω + w) g hg.ne'
    have h3 := mul_ne_zero h1 h2
    intro h
    apply h3
    push_cast
    linear_combination h
  have hE : (ω : ℂ) * ((ω : ℂ) + I * g) - (w : ℂ) ^ 2 ≠ 0 := by
    rcases eq_or_ne ω 0 with h0 | h0
    · rw [h0]
      simpa using hw.ne'
    · intro h
      apply him (ω ^ 2 - w ^ 2) (g * ω) (mul_ne_zero hg.ne' h0)
      push_cast
      linear_combination h
  -- the algebra of Mermin's formula for one pole, with `ig = z - x`
  have key : ∀ z x A W D E : ℂ, z ≠ 0 → A ≠ 0 → W ≠ 0 → D ≠ 0 → E ≠ 0 →
      D = z ^ 2 - W ^ 2 → E = x * z - W ^ 2 →
      z * (A / D) / (x + (z - x) * (A / D) / (A / (0 ^ 2 - W ^ 2))) = A / E := by
    intro z x A W D E hz hA hW hD hE eD eE
    have h : x + (z - x) * (A / D) / (A / (0 ^ 2 - W ^ 2)) = z * E / D := by
      rw [show (0 : ℂ) ^ 2 - W ^ 2 = -W ^ 2 by ring, eE]
      field_simp
      rw [eD]
      ring
    rw [h]
    field_simp
  have h := key ((ω : ℂ) + I * g) ω a w _ _ (him ω g hg.ne')
    (Complex.ofReal_ne_zero.mpr ha.ne') (Complex.ofReal_ne_zero.mpr hw.ne') hD hE rfl rfl
  rw [add_sub_cancel_left] at h
  simp only [mermin, response, Finset.univ_unique, Finset.sum_singleton]
  exact h

end

end MerminStaticScreening
```

```lean
#print axioms MerminStaticScreening.mermin_restores_static_screening
-- 'MerminStaticScreening.mermin_restores_static_screening' depends on axioms: [propext, Classical.choice, Quot.sound]
#print axioms MerminStaticScreening.naive_screening_bound
-- 'MerminStaticScreening.naive_screening_bound' depends on axioms: [propext, Classical.choice, Quot.sound]
#print axioms MerminStaticScreening.mermin_single_pole
-- 'MerminStaticScreening.mermin_single_pole' depends on axioms: [propext, Classical.choice, Quot.sound]
```
